# Laplacian eigenvalues of a simple unweighted graph on $n \ge 1$ vertices are at most $n$, and $n$ occurs exactly when the complement graph is disconnected

## Sites, bonds and the Laplacian

Let $V$ be a finite set of $n$ sites and $G$ a simple graph on it: bonds are undirected and unweighted, no site is bonded to itself, and a pair carries at most one bond. Write $v \sim u$ for a bond, $d_v$ for the number of bonds at $v$, $A$ for the matrix with $A_{vu} = 1$ if $v \sim u$ and $0$ otherwise, and $D$ for the diagonal matrix of the $d_v$. The Laplacian is $L = D - A$. The complement $G^c$ has the same sites and bonds exactly those distinct pairs that $G$ leaves unbonded; its Laplacian is $L^c$. In Lean the sites are the type `V`, $n$ is `Fintype.card V`, a vector of real amplitudes $x_v$ is a function `x : V → ℝ`, the product $Lx$ is `laplacian G *ᵥ x`, and $G^c$ is `Gᶜ`.

```lean
import Mathlib

open Matrix Finset

namespace LaplacianTop

noncomputable section

variable {V : Type*} [Fintype V] [DecidableEq V]

/-- The graph Laplacian `L = D - A`: the diagonal matrix of vertex degrees minus the
adjacency matrix. -/
def laplacian (G : SimpleGraph V) [DecidableRel G.Adj] : Matrix V V ℝ :=
  Matrix.diagonal (fun v => (G.degree v : ℝ)) - G.adjMatrix ℝ
```

A real number $\mu$ is an eigenvalue of a matrix $M$ if $Mx = \mu x$ for some real $x \ne 0$. The vector is not normalised, and multiplicity is not recorded.

```lean
/-- `μ` is an eigenvalue of the real matrix `M`: some nonzero vector obeys `M x = μ x`. -/
def IsEigenvalue (M : Matrix V V ℝ) (μ : ℝ) : Prop :=
  ∃ x : V → ℝ, x ≠ 0 ∧ M *ᵥ x = μ • x
```

For a finite one-particle tight-binding model with uniform hopping $-t$ ($t > 0$) and on-site energies $t\,d_v$, the Hamiltonian is $tL$, so the results below confine its levels to $[0, tn]$. When every $d_v$ is much smaller than $n$, as in a large lattice with short-range hopping, the upper end lies far above the highest level, which is at most $2t \max_v d_v$. The Hückel matrix $\alpha I + \beta A$, with one on-site energy $\alpha$, one hopping $\beta$ and $I$ the identity, has the form $tL$ up to a constant shift only when all sites have the same degree. Weighted bonds and infinite lattices are not covered.

## Action at a site and the bilinear form

Since $(Dx)_v = d_v x_v$ counts $x_v$ once per neighbour,
$$(Lx)_v = d_v x_v - \sum_{u \sim v} x_u = \sum_{u \sim v} (x_v - x_u).$$
Lean writes the neighbour sum as a sum over all `u` with an `if G.Adj v u`; step `h` converts it to a sum over `G.neighborFinset v`, which splits into the degree term and the adjacency term.

```lean
variable (G : SimpleGraph V) [DecidableRel G.Adj]

/-- The Laplacian acts at site `v` as the sum of the differences `x v - x u` over the
neighbours `u` of `v`. -/
theorem laplacian_mulVec (x : V → ℝ) (v : V) :
    (laplacian G *ᵥ x) v = ∑ u, if G.Adj v u then x v - x u else 0 := by
  have h : (∑ u, if G.Adj v u then x v - x u else 0)
      = ∑ u ∈ G.neighborFinset v, (x v - x u) := by
    rw [← Finset.sum_filter]
    congr 1
    ext u
    simp
  rw [h, laplacian, Matrix.sub_mulVec, Pi.sub_apply, Matrix.mulVec_diagonal,
    SimpleGraph.adjMatrix_mulVec_apply, Finset.sum_sub_distrib, Finset.sum_const,
    SimpleGraph.card_neighborFinset_eq_degree, nsmul_eq_mul]
```

For a second vector $y$, $\;y \cdot Lx = \sum_{v}\sum_{u \sim v} y_v (x_v - x_u)$. Exchanging the names $v$ and $u$, which the symmetry of bonds allows, gives $\sum_v\sum_{u \sim v} y_u (x_u - x_v)$. Adding the two forms,
$$2\, y \cdot Lx = \sum_v \sum_{u \sim v} (y_v - y_u)(x_v - x_u),$$
where each bond is counted twice. The two forms are `h1` and `h2`, and `ring` checks the sum term by term.

```lean
/-- Twice the bilinear form `y · L x` is the sum over ordered pairs of bonded sites of the
product of the differences of `y` and of `x` across the bond. -/
theorem laplacian_form (y x : V → ℝ) :
    2 * (y ⬝ᵥ laplacian G *ᵥ x)
      = ∑ v, ∑ u, if G.Adj v u then (y v - y u) * (x v - x u) else 0 := by
  have h1 : y ⬝ᵥ laplacian G *ᵥ x
      = ∑ v, ∑ u, if G.Adj v u then y v * (x v - x u) else 0 := by
    simp only [dotProduct, laplacian_mulVec, Finset.mul_sum, mul_ite, mul_zero]
  -- the same sum with the two ends of each bond exchanged
  have h2 : y ⬝ᵥ laplacian G *ᵥ x
      = ∑ v, ∑ u, if G.Adj v u then y u * (x u - x v) else 0 := by
    rw [h1, Finset.sum_comm]
    refine Finset.sum_congr rfl fun v _ => Finset.sum_congr rfl fun u _ => ?_
    exact if_congr (G.adj_comm u v) rfl rfl
  rw [two_mul]
  nth_rewrite 2 [h2]
  rw [h1, ← Finset.sum_add_distrib]
  refine Finset.sum_congr rfl fun v _ => ?_
  rw [← Finset.sum_add_distrib]
  refine Finset.sum_congr rfl fun u _ => ?_
  split_ifs <;> ring
```

## A graph and its complement

For $u \ne v$ the difference $x_v - x_u$ appears in exactly one of $(Lx)_v$ and $(L^c x)_v$; for $u = v$ it appears in neither and is zero anyway. Hence
$$(Lx)_v + (L^c x)_v = \sum_u (x_v - x_u) = n x_v - \sum_u x_u .$$
The two `by_cases` in the proof are this case distinction.

```lean
/-- The Laplacians of a graph on `n` vertices and of its complement add up, at each site
`v`, to `n x v` minus the sum of all amplitudes. -/
theorem laplacian_add_compl (x : V → ℝ) (v : V) :
    (laplacian G *ᵥ x) v + (laplacian Gᶜ *ᵥ x) v
      = (Fintype.card V : ℝ) * x v - ∑ u, x u := by
  -- each pair of distinct sites is a bond of exactly one of the two graphs
  have h : ∀ u, (if G.Adj v u then x v - x u else 0)
      + (if Gᶜ.Adj v u then x v - x u else 0) = x v - x u := by
    intro u
    by_cases h1 : v = u
    · subst h1
      simp
    · by_cases h2 : G.Adj v u <;> simp [SimpleGraph.compl_adj, h1, h2]
  rw [laplacian_mulVec, laplacian_mulVec, ← Finset.sum_add_distrib,
    Finset.sum_congr rfl fun u _ => h u]
  simp [Finset.sum_sub_distrib, Finset.card_univ]
```

## Zero modes and nonnegativity

If $Lx = 0$, the form with $y = x$ gives $\sum_v\sum_{u \sim v}(x_v - x_u)^2 = 0$. Every term vanishes, so $x$ agrees across each bond (`hadj`), and by induction on the walk it agrees on any two sites joined by a path, which is the relation `G.Reachable u v`. Conversely, if $x$ is constant along paths, each difference in $(Lx)_v$ is zero.

```lean
/-- A vector is annihilated by the Laplacian exactly when it takes equal values on any two
sites joined by a path. -/
theorem laplacian_mulVec_eq_zero_iff (x : V → ℝ) :
    laplacian G *ᵥ x = 0 ↔ ∀ u v, G.Reachable u v → x u = x v := by
  constructor
  · intro h
    have h0 := laplacian_form G x x
    rw [h, dotProduct_zero, mul_zero] at h0
    have hnn : ∀ v u, 0 ≤ (if G.Adj v u then (x v - x u) * (x v - x u) else 0) := by
      intro v u
      split_ifs
      · exact mul_self_nonneg _
      · exact le_rfl
    -- a vanishing sum of squares: no difference across any bond
    have hadj : ∀ v u, G.Adj v u → x v = x u := by
      intro v u hvu
      have h1 := (Finset.sum_eq_zero_iff_of_nonneg
        fun v _ => Finset.sum_nonneg fun u _ => hnn v u).mp h0.symm v (Finset.mem_univ v)
      have h2 := (Finset.sum_eq_zero_iff_of_nonneg
        fun u _ => hnn v u).mp h1 u (Finset.mem_univ u)
      rw [if_pos hvu] at h2
      exact sub_eq_zero.mp (mul_self_eq_zero.mp h2)
    rintro u v ⟨p⟩
    induction p with
    | nil => rfl
    | cons huv p ih => exact (hadj _ _ huv).trans ih
  · intro hx
    funext v
    rw [laplacian_mulVec, Pi.zero_apply]
    refine Finset.sum_eq_zero fun u _ => ?_
    split_ifs with h
    · rw [hx v u h.reachable, sub_self]
    · rfl
```

If $Lx = \mu x$ with $x \neq 0$, the same sum of squares gives $2\mu\, x \cdot x \ge 0$ (`hnn`), and $x \cdot x > 0$ (`hpos`), so $\mu \ge 0$.

```lean
/-- Every eigenvalue of the Laplacian is nonnegative. -/
theorem eigenvalue_nonneg {μ : ℝ} (h : IsEigenvalue (laplacian G) μ) : 0 ≤ μ := by
  obtain ⟨x, hx, hL⟩ := h
  obtain ⟨i, hi⟩ := Function.ne_iff.mp hx
  have hi' : x i ≠ 0 := hi
  have hpos : 0 < x ⬝ᵥ x :=
    Finset.sum_pos' (fun j _ => mul_self_nonneg (x j))
      ⟨i, Finset.mem_univ i, mul_self_pos.mpr hi'⟩
  have hnn : 0 ≤ 2 * (x ⬝ᵥ laplacian G *ᵥ x) := by
    rw [laplacian_form]
    refine Finset.sum_nonneg fun v _ => Finset.sum_nonneg fun u _ => ?_
    split_ifs
    · exact mul_self_nonneg _
    · exact le_rfl
  rw [hL, dotProduct_smul, smul_eq_mul] at hnn
  by_contra hneg
  have := mul_neg_of_neg_of_pos (lt_of_not_ge hneg) hpos
  linarith
```

## Transfer of modes to the complement

Let $Lx = \mu x$ with $\mu \ne 0$. For the uniform vector $y_v = 1$ all differences of $y$ vanish, so $2\mu \sum_u x_u = 0$ and $\sum_u x_u = 0$. The complement identity then reads $\mu x_v + (L^c x)_v = n x_v$, that is
$$L^c x = (n - \mu)\, x .$$

```lean
/-- If `L x = μ x` with `μ ≠ 0`, the amplitudes of `x` sum to zero and the Laplacian of the
complement graph multiplies `x` by `n - μ`. -/
theorem compl_mode {μ : ℝ} (hμ : μ ≠ 0) {x : V → ℝ} (h : laplacian G *ᵥ x = μ • x) :
    ∑ u, x u = 0 ∧ laplacian Gᶜ *ᵥ x = ((Fintype.card V : ℝ) - μ) • x := by
  -- pair the eigenvalue equation with the uniform vector
  have h1 := laplacian_form G (fun _ => 1) x
  rw [h] at h1
  simp only [dotProduct, Pi.smul_apply, smul_eq_mul, one_mul, sub_self, zero_mul, ite_self,
    Finset.sum_const_zero, ← Finset.mul_sum] at h1
  have h2 : μ * ∑ u, x u = 0 := by linarith
  have hs : ∑ u, x u = 0 := (mul_eq_zero.mp h2).resolve_left hμ
  refine ⟨hs, funext fun v => ?_⟩
  have h3 := laplacian_add_compl G x v
  rw [h, hs, Pi.smul_apply, smul_eq_mul] at h3
  rw [Pi.smul_apply, smul_eq_mul]
  linarith
```

Setting $\mu = n \neq 0$ turns $Lx = nx$ into $\sum_u x_u = 0$ and $L^c x = 0$; in the other direction these two conditions inserted in the complement identity return $Lx = nx$. With the description of zero modes applied to $G^c$, the solutions of $Lx = nx$ are the zero-sum vectors that are constant on each connected component of $G^c$. The empty site set, where $n = 0$, is disposed of first.

```lean
/-- On `n` vertices, `L x = n x` holds exactly when the amplitudes of `x` sum to zero and
agree on any two sites joined by a path of the complement graph. -/
theorem top_mode_iff (x : V → ℝ) :
    laplacian G *ᵥ x = (Fintype.card V : ℝ) • x
      ↔ ∑ u, x u = 0 ∧ ∀ u v, Gᶜ.Reachable u v → x u = x v := by
  rcases isEmpty_or_nonempty V with hV | hV
  · exact ⟨fun _ => ⟨by simp, fun u => isEmptyElim u⟩,
      fun _ => funext fun u => isEmptyElim u⟩
  have hn : (Fintype.card V : ℝ) ≠ 0 := Nat.cast_ne_zero.mpr Fintype.card_ne_zero
  rw [← laplacian_mulVec_eq_zero_iff]
  constructor
  · intro h
    obtain ⟨hs, hc⟩ := compl_mode G hn h
    rw [sub_self, zero_smul] at hc
    exact ⟨hs, hc⟩
  · rintro ⟨hs, hc⟩
    funext v
    have h3 := laplacian_add_compl G x v
    rw [hc, hs, Pi.zero_apply] at h3
    rw [Pi.smul_apply, smul_eq_mul]
    linarith
```

The bound follows. For $\mu = 0$ it is $0 \le n$. For $\mu \ne 0$ the eigenvector $x$ makes $n - \mu$ an eigenvalue of $L^c$, and nonnegativity for $G^c$ gives $n - \mu \ge 0$.

```lean
/-- Every eigenvalue of the Laplacian is at most the number of vertices. -/
theorem eigenvalue_le_card {μ : ℝ} (h : IsEigenvalue (laplacian G) μ) :
    μ ≤ (Fintype.card V : ℝ) := by
  by_cases hμ : μ = 0
  · rw [hμ]
    exact Nat.cast_nonneg _
  · obtain ⟨x, hx, hL⟩ := h
    -- `n - μ` is an eigenvalue of the complement Laplacian
    have := eigenvalue_nonneg Gᶜ ⟨x, hx, (compl_mode G hμ hL).2⟩
    linarith
```

## When the value $n$ is reached

The theorem `top_of_spectrum` states, for a nonempty `V`, that every eigenvalue of `laplacian G` is at most $n$, and that $n$ is an eigenvalue if and only if `¬ Gᶜ.Connected`. In Mathlib, connected means nonempty with every pair of sites joined by a path. The hypothesis `[Nonempty V]` excludes $n = 0$, where the complement counts as not connected although no nonzero vector exists. For $n = 1$, $L = (0)$, the complement is connected, and $1$ is not an eigenvalue.

Suppose $G^c$ is connected and $Lx = nx$. Then $x$ is constant, so $0 = \sum_u x_u = n x_v$ for every $v$, and $x = 0$. Suppose instead that sites $a$ and $b$ are not joined by a path in $G^c$. Let $f_u = 1$ on the component of $a$ and $0$ elsewhere, and let $m = \sum_w f_w$ be the size of that component, $1 \le m \le n-1$. Put $x_u = f_u - m/n$. The three closing bullets of the proof check that $x \ne 0$ (else $f_a = 1$ and $f_b = 0$ would both equal $m/n$), that $\sum_u x_u = m - n\cdot m/n = 0$, and that $x$ is constant along paths of $G^c$. Its squared length is $m(n-m)/n$, so the normalised amplitudes are $\sqrt{(n-m)/(nm)}$ on the component and $-\sqrt{m/(n(n-m))}$ off it.

```lean
/-- For a simple graph on `n ≥ 1` vertices every Laplacian eigenvalue is at most `n`, and
`n` is an eigenvalue exactly when the complement graph is not connected. -/
theorem top_of_spectrum [Nonempty V] :
    (∀ μ, IsEigenvalue (laplacian G) μ → μ ≤ (Fintype.card V : ℝ)) ∧
      (IsEigenvalue (laplacian G) (Fintype.card V : ℝ) ↔ ¬ Gᶜ.Connected) := by
  have hn : (Fintype.card V : ℝ) ≠ 0 := Nat.cast_ne_zero.mpr Fintype.card_ne_zero
  refine ⟨fun μ => eigenvalue_le_card G, ?_, ?_⟩
  · rintro ⟨x, hx, hL⟩ hc
    obtain ⟨hs, hr⟩ := (top_mode_iff G x).mp hL
    -- a constant vector with zero sum vanishes
    refine hx (funext fun v => ?_)
    rw [Finset.sum_congr rfl fun u _ => hr u v (hc.preconnected u v), Finset.sum_const,
      Finset.card_univ, nsmul_eq_mul] at hs
    exact (mul_eq_zero.mp hs).resolve_left hn
  · intro hnc
    classical
    rw [SimpleGraph.connected_iff] at hnc
    obtain ⟨a, b, hab⟩ : ∃ a b, ¬ Gᶜ.Reachable a b := by
      by_contra hcon
      exact hnc ⟨fun a b => by_contra fun h => hcon ⟨a, b, h⟩, inferInstance⟩
    -- indicator of the complement component of `a`, shifted to zero mean
    obtain ⟨f, hf⟩ : ∃ f : V → ℝ, ∀ u, f u = if Gᶜ.Reachable a u then 1 else 0 :=
      ⟨fun u => if Gᶜ.Reachable a u then 1 else 0, fun _ => rfl⟩
    refine ⟨fun u => f u - (∑ w, f w) / (Fintype.card V : ℝ), fun h0 => ?_,
      (top_mode_iff G _).mpr ⟨?_, fun u v huv => ?_⟩⟩
    · have ha : f a - (∑ w, f w) / (Fintype.card V : ℝ) = 0 := congrFun h0 a
      have hb : f b - (∑ w, f w) / (Fintype.card V : ℝ) = 0 := congrFun h0 b
      have ha1 : f a = 1 := by rw [hf, if_pos (SimpleGraph.Reachable.refl a)]
      have hb0 : f b = 0 := by rw [hf, if_neg hab]
      linarith
    · rw [Finset.sum_sub_distrib, Finset.sum_const, Finset.card_univ, nsmul_eq_mul,
        mul_div_assoc', mul_div_cancel_left₀ _ hn, sub_self]
    · have hfe : f u = f v := by
        rw [hf u, hf v]
        exact if_congr ⟨fun h => h.trans huv, fun h => h.trans huv.symm⟩ rfl rfl
      show f u - _ = f v - _
      rw [hfe]
```

The complete graph `⊤` has a complement without bonds, in which a site reaches only itself. With at least two sites (`[Nontrivial V]`) that complement is disconnected, so $n$ is an eigenvalue.

```lean
/-- For the complete graph on `n ≥ 2` vertices, `n` is a Laplacian eigenvalue. -/
theorem complete_graph_top [Nontrivial V] :
    IsEigenvalue (laplacian (⊤ : SimpleGraph V)) (Fintype.card V : ℝ) := by
  refine (top_of_spectrum (⊤ : SimpleGraph V)).2.mpr fun h => ?_
  rw [compl_top] at h
  obtain ⟨a, b, hab⟩ := exists_pair_ne V
  exact hab (SimpleGraph.reachable_bot.mp (h.preconnected a b))

end

end LaplacianTop
```

```lean
#print axioms LaplacianTop.complete_graph_top
```

```
'LaplacianTop.complete_graph_top' depends on axioms: [propext, Classical.choice, Quot.sound]
```

## Chains of three and four sites

The normalised amplitudes above, these numbers and the closing comparison are worked out in prose and are not among the theorems. For the chain $1 - 2 - 3$,
$$L = \begin{pmatrix} 1 & -1 & 0 \\ -1 & 2 & -1 \\ 0 & -1 & 1 \end{pmatrix}.$$
The complement has the single bond $1 - 3$ and leaves site $2$ isolated. With $a = 2$, $f = (0,1,0)$ and $m = 1$, so $x = (-\tfrac13, \tfrac23, -\tfrac13)$ and $Lx = (-1, 2, -1) = 3x$; normalised, the mode is $(-1, 2, -1)/\sqrt6$. The vectors $(1,1,1)/\sqrt3$ and $(1,0,-1)/\sqrt2$ supply the other eigenvalues $0$ and $1$. For the chain $1 - 2 - 3 - 4$ the complement is the chain $3 - 1 - 4 - 2$, which is connected, and the eigenvalues $0,\ 2-\sqrt2,\ 2,\ 2+\sqrt2$ stay below $4$.

## Eigenvalues as an indexed list

An alternative to `IsEigenvalue` is the list of $n$ real eigenvalues that the spectral theorem assigns to a real symmetric matrix. The statement would then carry a proof that $L$ is symmetric, the bound would apply to each entry, and the condition would say that some entry equals $n$. The set of values is the same, but the list repeats degenerate levels, so it can also express how often $n$ occurs: the description in `top_mode_iff` points to one less than the number of components of $G^c$. With the existential definition the argument needs no spectral theorem, and the degeneracy goes unstated.
